# Matrices on a finite composite system that commute with every X ⊗ 1 are exactly those of the form 1 ⊗ B

A one-electron Hamiltonian H that commutes with all spin operators can be diagonalised in the spatial orbitals alone, with each level found there counted twice. In a finite orthonormal basis of N orbitals times two spin states, this replaces a 2N × 2N matrix by an N × N one. The step is allowed because such an H must have the form 1 ⊗ h, with the same spatial matrix h for spin up and spin down. Commutation with σz alone would give less: it removes the coupling between up and down, but still permits two different spatial matrices.

The same product form follows for any two finite-dimensional subsystems A and B, with A in the role of the spin and B in that of the orbitals. Each level found on B is then counted once for every basis state of A.

## Blocks of a composite matrix

Let A have the orthonormal basis states |i⟩ with i in a finite set m, and B the orthonormal basis states |a⟩ with a in a finite set n. An operator on the composite system is a complex matrix M with elements

M(i,a; j,b) = ⟨i a| M |j b⟩.

For fixed i and j these elements form an n × n matrix, the (i,j) block of M. With X acting on A and Y on B, the Kronecker product has elements

(X ⊗ Y)(i,a; j,b) = X(i,j) Y(a,b).

The letter B also stands for a matrix on subsystem B, as in 1 ⊗ B. With δ(i,j) for the Kronecker delta, this product has elements δ(i,j) B(a,b). It is block diagonal, and every diagonal block is the same matrix B.

In Lean the composite operator has type `Matrix (m × n) (m × n) ℂ`, its element is `M (i, a) (j, b)`, and the Kronecker product is written `⊗ₖ`. `Commute M N` means M N = N M. M is not required to be Hermitian.

The setting is finite-dimensional, and A is probed with its full matrix algebra or with all its Hermitian matrices. Unbounded operators are not treated. Nor is the antisymmetric space of several electrons, which in general is not a product of a spin space and an orbital space.

```lean
import Mathlib

open Matrix
open scoped Kronecker

namespace SubsystemCommutant

variable {m n : Type*} [Fintype m] [Fintype n] [DecidableEq m] [DecidableEq n]
```

The partial trace over A adds up the diagonal blocks:

(Tr_A M)(a,b) = Σ_i M(i,a; i,b).

It is written as this explicit sum, and its result is a matrix on subsystem B.

```lean
/-- The partial trace over subsystem A: the sum of the diagonal blocks of a composite operator. -/
def traceA (M : Matrix (m × n) (m × n) ℂ) : Matrix n n ℂ :=
  Matrix.of fun a b => ∑ i, M (i, a) (i, b)
```

## Operators on different subsystems commute

One direction of the equivalence is the product rule for Kronecker products, used twice:

(1 ⊗ B)(X ⊗ 1) = (1 X) ⊗ (B 1) = X ⊗ B,

(X ⊗ 1)(1 ⊗ B) = (X 1) ⊗ (1 B) = X ⊗ B.

The proof merges each product of Kronecker products with `Matrix.mul_kronecker_mul`, read from right to left, and the identity matrices then drop out.

```lean
/-- Operators acting on different subsystems commute. -/
theorem local_commute (X : Matrix m m ℂ) (B : Matrix n n ℂ) :
    Commute ((1 : Matrix m m ℂ) ⊗ₖ B) (X ⊗ₖ (1 : Matrix n n ℂ)) := by
  show _ * _ = _ * _
  rw [← Matrix.mul_kronecker_mul, ← Matrix.mul_kronecker_mul]
  simp
```

## The commutator in matrix elements

For the other direction, suppose that M commutes with X ⊗ 1, and take the element in row (i,a) and column (j,b) of both products. On the left,

Σ_k Σ_c M(i,a; k,c) X(k,j) δ(c,b) = Σ_k M(i,a; k,b) X(k,j).

On the right,

Σ_k Σ_c X(i,k) δ(a,c) M(k,c; j,b) = Σ_k X(i,k) M(k,a; j,b).

Commutation makes the two equal:

Σ_k M(i,a; k,b) X(k,j) = Σ_k X(i,k) M(k,a; j,b).

X mixes only the A-indices, while a and b are carried along unchanged.

```lean
omit [DecidableEq m] in
/-- Commutation with a local operator `X ⊗ 1`, written in matrix elements: `X` acts on the
A-indices only, and the B-indices are spectators. -/
theorem commute_entries {M : Matrix (m × n) (m × n) ℂ} {X : Matrix m m ℂ}
    (h : Commute M (X ⊗ₖ (1 : Matrix n n ℂ))) (i j : m) (a b : n) :
    ∑ k, M (i, a) (k, b) * X k j = ∑ k, X i k * M (k, a) (j, b) := by
  have h' := congrFun (congrFun h.eq (i, a)) (j, b)
  simpa [Matrix.mul_apply, Fintype.sum_prod_type, Matrix.kroneckerMap_apply,
    Matrix.one_apply] using h'
```

The two uses of `congrFun` extract one matrix element from the operator equation. The `simpa` call then splits the sum over pairs into a double sum and removes the sum over c by means of the delta.

## One matrix unit fixes one row of blocks

Now choose X = |k⟩⟨i|, whose only nonzero element is X(k,i) = 1. Since k and i are fixed, call the summation index p. In row (k,a) and column (j,b), the relation above reads

Σ_p M(k,a; p,b) X(p,j) = Σ_p X(k,p) M(p,a; j,b).

On the left only p = k contributes, and only if j = i. On the right only p = i contributes. Hence

δ(i,j) M(k,a; k,b) = M(i,a; j,b).

For j ≠ i, the (i,j) block vanishes. For j = i, the (i,i) block equals the (k,k) block.

In Lean the matrix unit |k⟩⟨i| is `Matrix.single k i (1 : ℂ)`, and the delta appears as an `if`. The proof treats the cases i = j and i ≠ j separately, and in each the simplifier evaluates the two sums.

```lean
/-- If `M` commutes with the matrix unit `|k⟩⟨i|` on subsystem A, then the blocks of `M` in
row `i` vanish off the diagonal, and the diagonal one equals the `k`-th diagonal block. -/
theorem block_of_commute_unit {M : Matrix (m × n) (m × n) ℂ} {k i : m}
    (h : Commute M (Matrix.single k i (1 : ℂ) ⊗ₖ (1 : Matrix n n ℂ))) (j : m) (a b : n) :
    M (i, a) (j, b) = if i = j then M (k, a) (k, b) else 0 := by
  have h' := (commute_entries h k j a b).symm
  by_cases hij : i = j
  · subst hij
    rw [if_pos rfl]
    simpa [Matrix.single_apply] using h'
  · rw [if_neg hij]
    simpa [Matrix.single_apply, hij] using h'
```

## The commutant of A

The matrices M that commute with X ⊗ 1 for every X form the commutant of A. Suppose that M is one of them, and that A has at least one basis state. Pick one of them, |k⟩, and define

B(a,b) = M(k,a; k,b).

The previous step applies to |k⟩⟨i| for each i in turn, and gives

M(i,a; j,b) = δ(i,j) B(a,b),

which is M = 1 ⊗ B element by element. Conversely, 1 ⊗ B commutes with every X ⊗ 1, as shown above.

The theorem `commutant_of_A` states this as an equivalence. Its left side quantifies over all complex m × m matrices X, and its right side says that some n × n matrix B satisfies M = 1 ⊗ B. The proof builds B from the k-th diagonal block and compares elements with `ext`. If m is empty, M has no elements, so B = 0 serves.

```lean
/-- The commutant of one subsystem is the other: a composite operator commutes with every
`X ⊗ 1` if and only if it has the form `1 ⊗ B`. -/
theorem commutant_of_A (M : Matrix (m × n) (m × n) ℂ) :
    (∀ X : Matrix m m ℂ, Commute M (X ⊗ₖ (1 : Matrix n n ℂ))) ↔
      ∃ B : Matrix n n ℂ, M = (1 : Matrix m m ℂ) ⊗ₖ B := by
  constructor
  · intro h
    rcases isEmpty_or_nonempty m with hm | ⟨⟨k⟩⟩
    · refine ⟨0, ?_⟩
      ext ⟨i, a⟩ ⟨j, b⟩
      exact isEmptyElim i
    · -- every diagonal block is a copy of the k-th one
      refine ⟨Matrix.of fun a b => M (k, a) (k, b), ?_⟩
      ext ⟨i, a⟩ ⟨j, b⟩
      rw [block_of_commute_unit (h (Matrix.single k i 1)) j a b]
      by_cases hij : i = j <;> simp [Matrix.kroneckerMap_apply, hij]
  · rintro ⟨B, rfl⟩ X
    exact local_commute X B
```

The smallest cases show what the theorem contains. If A has a single basis state, every X is a number, the commutation condition is always satisfied, and the matrix B is the only block of M. If instead subsystem B has a single basis state, M is in effect an m × m matrix and X ⊗ 1 is X itself; the theorem then says that a matrix commuting with all matrices of its size is a multiple of the identity. If m is empty, every B satisfies M = 1 ⊗ B, so in that case B is not unique, unless n is empty too.

## Recovering B by a partial trace

Let d_A be the number of basis states of A, and let d_A ≥ 1. If M = 1 ⊗ B, then

(Tr_A M)(a,b) = Σ_i δ(i,i) B(a,b) = d_A B(a,b),

and therefore

B = (1/d_A) Tr_A M.

The right side depends only on M, so no two different matrices B can give the same M. For the one-electron Hamiltonian of the opening, this says that h is the average of the spin-up and spin-down diagonal blocks.

The assumption d_A ≥ 1 is `[Nonempty m]`, and d_A is `Fintype.card m`. The proof first establishes Tr_A M = d_A B as `ht`, and then divides by d_A, which `hc` shows to be nonzero.

```lean
omit [Fintype n] [DecidableEq n] in
/-- When subsystem A has nonzero dimension, the operator `B` in `M = 1 ⊗ B` is determined by
`M`: it is the partial trace of `M` over A divided by the dimension of A. -/
theorem eq_normalized_traceA [Nonempty m] {M : Matrix (m × n) (m × n) ℂ} {B : Matrix n n ℂ}
    (h : M = (1 : Matrix m m ℂ) ⊗ₖ B) :
    B = (Fintype.card m : ℂ)⁻¹ • traceA M := by
  have hc : (Fintype.card m : ℂ) ≠ 0 := Nat.cast_ne_zero.mpr Fintype.card_ne_zero
  have ht : traceA M = (Fintype.card m : ℂ) • B := by
    ext a b
    simp [traceA, h, Matrix.kroneckerMap_apply]
  rw [ht, smul_smul, inv_mul_cancel₀ hc, one_smul]
```

## Hermitian operators on A suffice

The condition can be restricted to observables. Write I for the imaginary unit, to keep it apart from the index i, and X† for the conjugate transpose of X. Both

X + X† and I (X − X†)

are Hermitian. For the second,

(I (X − X†))† = −I (X† − X) = I (X − X†).

An arbitrary X is a complex combination of the two:

X = (1/2)(X + X†) + (−I/2) · I (X − X†),

because −I/2 · I = 1/2. If M commutes with H ⊗ 1 for every Hermitian H, it commutes with both terms after they are tensored with 1, hence with their combination X ⊗ 1. The previous theorem then gives M = 1 ⊗ B.

For a single spin one-half, the Hermitian 2 × 2 matrices are the real combinations of 1, σx, σy and σz. By linearity, the condition then amounts to commuting with the three Pauli matrices on the spin factor, which is the assumption made about H at the start.

```lean
/-- Observables suffice: a composite operator that commutes with `X ⊗ 1` for every Hermitian
`X` has the form `1 ⊗ B`, and conversely. -/
theorem commutant_of_observables (M : Matrix (m × n) (m × n) ℂ) :
    (∀ X : Matrix m m ℂ, X.IsHermitian → Commute M (X ⊗ₖ (1 : Matrix n n ℂ))) ↔
      ∃ B : Matrix n n ℂ, M = (1 : Matrix m m ℂ) ⊗ₖ B := by
  rw [← commutant_of_A]
  refine ⟨fun h X => ?_, fun h X _ => h X⟩
  have h1 := h (X + Xᴴ) (by
    show (X + Xᴴ)ᴴ = X + Xᴴ
    rw [Matrix.conjTranspose_add, Matrix.conjTranspose_conjTranspose, add_comm])
  have h2 := h (Complex.I • (X - Xᴴ)) (by
    show (Complex.I • (X - Xᴴ))ᴴ = Complex.I • (X - Xᴴ)
    rw [Matrix.conjTranspose_smul, Matrix.conjTranspose_sub,
      Matrix.conjTranspose_conjTranspose]
    simp only [Complex.star_def, Complex.conj_I]
    module)
  -- split X into its Hermitian and anti-Hermitian parts
  have hI : -(Complex.I / 2) * Complex.I = 1 / 2 := by
    linear_combination (-1 / 2 : ℂ) * Complex.I_sq
  have hX : X = (1 / 2 : ℂ) • (X + Xᴴ) + (-(Complex.I / 2)) • (Complex.I • (X - Xᴴ)) := by
    rw [smul_smul, hI]
    module
  rw [hX, Matrix.add_kronecker, Matrix.smul_kronecker, Matrix.smul_kronecker]
  exact (h1.smul_right _).add_right (h2.smul_right _)
```

The first rewriting replaces "M = 1 ⊗ B for some B" by "M commutes with every X ⊗ 1", so that only the two commutation conditions need comparing. `h1` and `h2` are the commutation relations with the two Hermitian matrices, `hX` is the decomposition of X, and the last line combines the relations linearly.

## The commutant of B

With the subsystems exchanged, suppose that M commutes with 1 ⊗ Y for every n × n matrix Y. In row (i,c) and column (j,b) this reads

Σ_d Y(c,d) M(i,d; j,b) = Σ_d M(i,c; j,d) Y(d,b).

Insert Y = |c⟩⟨a|. On the left only d = a remains. On the right only d = c remains, and only if a = b:

M(i,a; j,b) = δ(a,b) M(i,c; j,c).

With X(i,j) = M(i,c; j,c) this is M = X ⊗ 1. The converse is again the commutation of operators on different subsystems.

The proof carries out this calculation directly. The relation for general Y is called `key`, and the matrix unit is inserted into it afterwards. An empty n is handled as an empty m was before.

```lean
/-- The mirror statement: a composite operator commutes with every `1 ⊗ Y` if and only if it
has the form `X ⊗ 1`. -/
theorem commutant_of_B (M : Matrix (m × n) (m × n) ℂ) :
    (∀ Y : Matrix n n ℂ, Commute M ((1 : Matrix m m ℂ) ⊗ₖ Y)) ↔
      ∃ X : Matrix m m ℂ, M = X ⊗ₖ (1 : Matrix n n ℂ) := by
  constructor
  · intro h
    rcases isEmpty_or_nonempty n with hn | ⟨⟨c⟩⟩
    · refine ⟨0, ?_⟩
      ext ⟨i, a⟩ ⟨j, b⟩
      exact isEmptyElim a
    · refine ⟨Matrix.of fun i j => M (i, c) (j, c), ?_⟩
      ext ⟨i, a⟩ ⟨j, b⟩
      have key : ∀ Y : Matrix n n ℂ,
          ∑ d, Y c d * M (i, d) (j, b) = ∑ d, M (i, c) (j, d) * Y d b := by
        intro Y
        have h' := congrFun (congrFun (h Y).eq.symm (i, c)) (j, b)
        simpa [Matrix.mul_apply, Fintype.sum_prod_type_right, Matrix.kroneckerMap_apply,
          Matrix.one_apply] using h'
      -- insert the matrix unit |c⟩⟨a| of subsystem B
      have h' := key (Matrix.single c a 1)
      by_cases hab : a = b
      · subst hab
        simpa [Matrix.single_apply, Matrix.kroneckerMap_apply] using h'
      · simpa [Matrix.single_apply, Matrix.kroneckerMap_apply, Matrix.one_apply, hab] using h'
  · rintro ⟨X, rfl⟩ Y
    exact (local_commute X Y).symm
```

## Operators commuting with everything local

Finally, let M commute with all X ⊗ 1 and all 1 ⊗ Y. The two theorems give two forms of the same matrix:

M = 1 ⊗ B = X ⊗ 1,

where B and X are now particular matrices. If m is empty, M has no elements and equals 0 · 1. Otherwise, compare the elements in row (k,a) and column (k,b), for some basis state |k⟩ of A:

B(a,b) = X(k,k) δ(a,b).

So B is X(k,k) times the identity, and

M = 1 ⊗ B = X(k,k) · 1.

Conversely, a multiple of the identity commutes with every matrix. The splitting of a matrix into Hermitian ones, used above for X, works equally for Y, so it is enough that M commutes with the local observables. In this finite model, an observable compatible with every local observable of both subsystems therefore takes the same value in all states.

In the proof, an empty m is handled first, with the scalar 0. For nonempty m, `hs` is the comparison within the (k,k) block, and the final case distinctions check M = X(k,k) · 1 element by element, according to whether i = j and whether a = b.

```lean
/-- A composite operator commutes with all local operators of both subsystems if and only if
it is a scalar multiple of the identity. -/
theorem commutant_of_both (M : Matrix (m × n) (m × n) ℂ) :
    ((∀ X : Matrix m m ℂ, Commute M (X ⊗ₖ (1 : Matrix n n ℂ))) ∧
      ∀ Y : Matrix n n ℂ, Commute M ((1 : Matrix m m ℂ) ⊗ₖ Y)) ↔
      ∃ c : ℂ, M = c • (1 : Matrix (m × n) (m × n) ℂ) := by
  constructor
  · rintro ⟨hA, hB⟩
    obtain ⟨B, h1⟩ := (commutant_of_A M).1 hA
    obtain ⟨X, h2⟩ := (commutant_of_B M).1 hB
    rcases isEmpty_or_nonempty m with hm | ⟨⟨k⟩⟩
    · refine ⟨0, ?_⟩
      ext ⟨i, a⟩ ⟨j, b⟩
      exact isEmptyElim i
    · -- comparing the two product forms in one block shows that B is scalar
      have hs : ∀ a b, B a b = X k k * (1 : Matrix n n ℂ) a b := by
        intro a b
        have h' := congrFun (congrFun (h1.symm.trans h2) (k, a)) (k, b)
        simpa [Matrix.kroneckerMap_apply] using h'
      refine ⟨X k k, ?_⟩
      rw [h1]
      ext ⟨i, a⟩ ⟨j, b⟩
      by_cases hi : i = j <;> by_cases ha : a = b <;>
        simp [Matrix.kroneckerMap_apply, hs, hi, ha]
  · rintro ⟨c, rfl⟩
    exact ⟨fun X => (Commute.one_left _).smul_left c, fun Y => (Commute.one_left _).smul_left c⟩

end SubsystemCommutant
```

```lean
#print axioms SubsystemCommutant.eq_normalized_traceA
#print axioms SubsystemCommutant.commutant_of_observables
#print axioms SubsystemCommutant.commutant_of_B
#print axioms SubsystemCommutant.commutant_of_both
```

```
'SubsystemCommutant.eq_normalized_traceA' depends on axioms: [propext, Classical.choice, Quot.sound]
'SubsystemCommutant.commutant_of_observables' depends on axioms: [propext, Classical.choice, Quot.sound]
'SubsystemCommutant.commutant_of_B' depends on axioms: [propext, Classical.choice, Quot.sound]
'SubsystemCommutant.commutant_of_both' depends on axioms: [propext, Classical.choice, Quot.sound]
```
